# Filling the band −2t cos(2πk/N), t ≥ 0, outward from k = 0 gives the least band energy of n electrons of one spin on an even ring

The theorem `fill_isLeast` concerns non-interacting electrons of one spin on a finite ring with N = 2M momenta and band levels −2t cos(2πk/N), where t ≥ 0. It states that, for n ≤ N, occupying the first n momenta in the order 0, 1, −1, 2, −2, … gives the least sum of levels among all choices of n distinct momenta, and that this least value is attained. The attempt first shows that the levels never decrease along this order. An induction that adds the largest position last then shows that any set of positions costs at least as much as the initial segment of the same size, and the result is carried over to sets of momenta.

This version doesn't compile in Lean 4 with Mathlib:

```lean
import Mathlib

open Real

namespace FillIsLeast

noncomputable section

/-- The `N = 2M` crystal momenta of the ring, labelled by the integers in `(-M, M]`. -/
def mesh (M : ℕ) : Finset ℤ := Finset.Ioc (-(M : ℤ)) M

/-- The band level `-2t cos(2πk/N)` on a mesh of `N = 2M` points, for `M > 0`. -/
def level (t : ℝ) (M : ℕ) (k : ℤ) : ℝ := -2 * t * cos (2 * π * k / (2 * M))

/-- The momenta in the order `0, 1, -1, 2, -2, …`. -/
def shell (j : ℕ) : ℤ :=
  if j % 2 = 1 then (((j + 1) / 2 : ℕ) : ℤ) else -((j / 2 : ℕ) : ℤ)

/-- Band energy of `n ≤ 2M` electrons of one spin in the first `n` momenta `0, 1, -1, 2, …`, for
`M > 0`. -/
def fill (t : ℝ) (M n : ℕ) : ℝ := ∑ j ∈ Finset.range n, level t M (shell j)

/-- The level at position `j` of the filling order, written with the magnitude of its momentum. -/
theorem level_shell (t : ℝ) (M j : ℕ) : level t M (shell j) =
    -2 * t * cos (2 * (((j + 1) / 2 : ℕ) : ℝ) * (π / (2 * M))) := by
  have h : shell j = (((j + 1) / 2 : ℕ) : ℤ) ∨ shell j = -(((j + 1) / 2 : ℕ) : ℤ) := by
    unfold shell
    split_ifs <;> omega
  generalize (j + 1) / 2 = q at h ⊢
  rcases h with h | h
  · rw [h, level, show 2 * π * ((q : ℤ) : ℝ) / (2 * M) = 2 * q * (π / (2 * M)) by
      push_cast; ring]
  · rw [h, level, show 2 * π * ((-(q : ℤ) : ℤ) : ℝ) / (2 * M) = -(2 * q * (π / (2 * M))) by
      push_cast; ring, cos_neg]

/-- For `t ≥ 0` and `n ≤ N = 2M`, `fill t M n` is the least band energy of `n` electrons of one
spin on the mesh. -/
theorem fill_isLeast {t : ℝ} (ht : 0 ≤ t) {M n : ℕ} (hn : n ≤ 2 * M) :
    IsLeast {E | ∃ A ⊆ mesh M, A.card = n ∧ ∑ k ∈ A, level t M k = E} (fill t M n) := by
  have inj : Function.Injective shell := by
    intro a b h
    unfold shell at h
    split_ifs at h <;> omega
  -- the levels rise along the filling order
  have mono : ∀ i j, i ≤ j → j < 2 * M → level t M (shell i) ≤ level t M (shell j) := by
    intro i j hij hj
    have hM : (0 : ℝ) < M := Nat.cast_pos.2 (by omega)
    have h1 : (((i + 1) / 2 : ℕ) : ℝ) ≤ (((j + 1) / 2 : ℕ) : ℝ) := Nat.cast_le.2 (by omega)
    have h2 : (((j + 1) / 2 : ℕ) : ℝ) ≤ M := Nat.cast_le.2 (by omega)
    rw [level_shell, level_shell]
    generalize (((i + 1) / 2 : ℕ) : ℝ) = p at h1 ⊢
    generalize (((j + 1) / 2 : ℕ) : ℝ) = q at h1 h2 ⊢
    have hx : 0 < π / (2 * (M : ℝ)) := by positivity
    have hπ : 2 * (M : ℝ) * (π / (2 * M)) = π := mul_div_cancel₀ _ (by positivity)
    by_cases hp : 0 ≤ p
    · have h := cos_le_cos_of_nonneg_of_le_pi (x := 2 * p * (π / (2 * M)))
        (y := 2 * q * (π / (2 * M))) (by positivity) (by nlinarith) (by nlinarith)
      nlinarith [mul_le_mul_of_nonneg_left h ht]
    · exact absurd (by positivity : (0 : ℝ) ≤ (((i + 1) / 2 : ℕ) : ℝ)) (by simp_all)
  -- hence any set of positions costs at least as much as an initial segment
  have low : ∀ B : Finset ℕ, (∀ b ∈ B, b < 2 * M) →
      fill t M B.card ≤ ∑ j ∈ B, level t M (shell j) := by
    intro B
    induction B using Finset.induction_on_max with
    | h0 => simp [fill]
    | step a s ha ih =>
      intro hB
      have hna : a ∉ s := fun h => lt_irrefl _ (ha a h)
      have hc : s.card ≤ a := by
        have hsub : s ⊆ Finset.range a := fun x hx => Finset.mem_range.2 (ha x hx)
        simpa using Finset.card_le_card hsub
      have h1 := ih fun b hb => hB b (Finset.mem_insert_of_mem hb)
      have h2 := mono _ _ hc (hB a (Finset.mem_insert_self _ _))
      unfold fill at h1 ⊢
      rw [Finset.card_insert_of_notMem hna, Finset.sum_range_succ, Finset.sum_insert hna]
      linarith
  constructor
  · refine ⟨(Finset.range n).image shell, ?_, ?_, ?_⟩
    · intro k hk
      obtain ⟨j, hj, rfl⟩ := Finset.mem_image.1 hk
      have hj' := Finset.mem_range.1 hj
      rw [mesh, Finset.mem_Ioc]
      unfold shell
      split_ifs <;> omega
    · rw [Finset.card_image_of_injective _ inj, Finset.card_range]
    · exact Finset.sum_image (fun a _ b _ h => inj h)
  · rintro E ⟨A, hA, rfl, rfl⟩
    obtain ⟨B, hB, rfl⟩ : ∃ B : Finset ℕ, (∀ b ∈ B, b < 2 * M) ∧ B.image shell = A := by
      refine ⟨(Finset.range (2 * M)).filter (fun j => shell j ∈ A),
        fun b hb => Finset.mem_range.1 (Finset.mem_filter.1 hb).1, ?_⟩
      ext k
      simp only [Finset.mem_image, Finset.mem_filter, Finset.mem_range]
      constructor
      · rintro ⟨j, ⟨_, h⟩, rfl⟩
        exact h
      · intro hk
        have hm := hA hk
        rw [mesh, Finset.mem_Ioc] at hm
        have hj : ∃ j, j < 2 * M ∧ shell j = k := by
          by_cases h : 0 < k
          · refine ⟨2 * k.toNat - 1, by omega, ?_⟩
            unfold shell
            split_ifs <;> omega
          · refine ⟨2 * (-k).toNat, by omega, ?_⟩
            unfold shell
            split_ifs <;> omega
        obtain ⟨j, hj, rfl⟩ := hj
        exact ⟨j, ⟨hj, hk⟩, rfl⟩
    rw [Finset.card_image_of_injective _ inj, Finset.sum_image (fun a _ b _ h => inj h)]
    exact low B hB

end

end FillIsLeast
```

Lean reports:

```
Main.lean:59:72: error: unsolved goals
t : ℝ
ht : 0 ≤ t
M n : ℕ
hn : n ≤ 2 * M
inj : Function.Injective shell
i j : ℕ
hij : i ≤ j
hj : j < 2 * M
p q : ℝ
hM : 0 < M
h1 : p ≤ q
h2 : q ≤ ↑M
hx : 0 < π
hπ : 2 * ↑M * (π / (2 * ↑M)) = π
hp : p < 0
⊢ False
Main.lean:65:4: error: Invalid alternative name `h0`: Expected `empty` or `insert`
Main.lean:66:4: error: Invalid alternative name `step`: Expected `empty` or `insert`
Main.lean:64:4: error: Alternative `empty` has not been provided
Main.lean:64:4: error: Alternative `insert` has not been provided
```

Cause. The first message comes from the branch where `p` is assumed negative. There `absurd` needs a proof that the cast of `(i + 1) / 2` is not non-negative. Since the cast is in fact non-negative, `simp_all` reduces this goal to `False`, and the hypotheses do not contradict each other: `generalize` has replaced the cast by an arbitrary real `p`, and nothing left in the context says that `p` is non-negative. The repair proves this fact as `hp` with `Nat.cast_nonneg` before generalizing, and lists `hp` in the `at` clause so that it becomes `0 ≤ p`. The case split is then unnecessary and goes.

The other four messages have one cause. The cases of `Finset.induction_on_max` are here called `empty` and `insert`, so Lean rejects `h0` and `step` and reports the two expected cases as missing. Renaming them cures all four.

The changes to the comments are mere tidying and do not affect compilation.

As a diff, the version that Lean accepts:

```diff
@@ -42,5 +42,5 @@
     unfold shell at h
     split_ifs at h <;> omega
-  -- the levels rise along the filling order
+  -- the levels never decrease along the filling order
   have mono : ∀ i j, i ≤ j → j < 2 * M → level t M (shell i) ≤ level t M (shell j) := by
     intro i j hij hj
@@ -49,20 +49,19 @@
     have h2 : (((j + 1) / 2 : ℕ) : ℝ) ≤ M := Nat.cast_le.2 (by omega)
     rw [level_shell, level_shell]
-    generalize (((i + 1) / 2 : ℕ) : ℝ) = p at h1 ⊢
+    have hp : (0 : ℝ) ≤ (((i + 1) / 2 : ℕ) : ℝ) := Nat.cast_nonneg _
+    generalize (((i + 1) / 2 : ℕ) : ℝ) = p at h1 hp ⊢
     generalize (((j + 1) / 2 : ℕ) : ℝ) = q at h1 h2 ⊢
     have hx : 0 < π / (2 * (M : ℝ)) := by positivity
     have hπ : 2 * (M : ℝ) * (π / (2 * M)) = π := mul_div_cancel₀ _ (by positivity)
-    by_cases hp : 0 ≤ p
-    · have h := cos_le_cos_of_nonneg_of_le_pi (x := 2 * p * (π / (2 * M)))
-        (y := 2 * q * (π / (2 * M))) (by positivity) (by nlinarith) (by nlinarith)
-      nlinarith [mul_le_mul_of_nonneg_left h ht]
-    · exact absurd (by positivity : (0 : ℝ) ≤ (((i + 1) / 2 : ℕ) : ℝ)) (by simp_all)
-  -- hence any set of positions costs at least as much as an initial segment
+    have h := cos_le_cos_of_nonneg_of_le_pi (x := 2 * p * (π / (2 * M)))
+      (y := 2 * q * (π / (2 * M))) (by positivity) (by nlinarith) (by nlinarith)
+    nlinarith [mul_le_mul_of_nonneg_left h ht]
+  -- hence any set of positions costs at least as much as the initial segment of the same size
   have low : ∀ B : Finset ℕ, (∀ b ∈ B, b < 2 * M) →
       fill t M B.card ≤ ∑ j ∈ B, level t M (shell j) := by
     intro B
     induction B using Finset.induction_on_max with
-    | h0 => simp [fill]
-    | step a s ha ih =>
+    | empty => simp [fill]
+    | insert a s ha ih =>
       intro hB
       have hna : a ∉ s := fun h => lt_irrefl _ (ha a h)
```
